# Newton iteration from the linear-elastic strain solves the third-order Birch–Murnaghan equation for $P>0$ and $B_0'\ge 4$

Let $V_0$ be the volume of a solid at zero pressure and $V$ its volume at pressure $P$. The Eulerian strain $f$ is defined by $V_0/V=(1+2f)^{3/2}$, so compression means $f>0$. The bulk modulus at zero pressure is $B_0$, and $B_1$ is its pressure derivative there, written $B_0'$ in most textbooks. The third-order Birch–Murnaghan equation gives the pressure at a known strain:

$$p(f)=3B_0\,f\,(1+2f)^{5/2}\left(1+\tfrac32(B_1-4)f\right).$$

The problem is the inverse one: given $P>0$, find the compressive strain $f>0$ with $p(f)=P$, and with it the volume.

```lean
import Mathlib

open Filter Topology

namespace BirchMurnaghanInversion

noncomputable section

/-- Third-order Birch-Murnaghan pressure at Eulerian strain `f`, for `1 + 2 f > 0`, with
bulk modulus `B0` and pressure derivative `B1` at zero pressure. -/
def pressure (B0 B1 f : ℝ) : ℝ :=
  3 * B0 * f * (1 + 2 * f) ^ (5 / 2 : ℝ) * (1 + 3 / 2 * (B1 - 4) * f)
```

`pressure B0 B1 f` is $p(f)$. All quantities are real numbers without units, so $B_0$ and $P$ must be expressed in the same unit. The physical range is $1+2f>0$.

```lean
/-- Closed formula for the first strain derivative of the pressure, for `1 + 2 f > 0`. -/
def pressureSlope (B0 B1 f : ℝ) : ℝ :=
  3 * B0 * ((1 + 3 * (B1 - 4) * f) * (1 + 2 * f) ^ (5 / 2 : ℝ)
    + 5 * f * (1 + 3 / 2 * (B1 - 4) * f) * (1 + 2 * f) ^ (3 / 2 : ℝ))
```

This is the candidate for the slope, obtained from the product rule:

$$p'(f)=3B_0\left[(1+3(B_1-4)f)(1+2f)^{5/2}+5f\left(1+\tfrac32(B_1-4)f\right)(1+2f)^{3/2}\right].$$

```lean
/-- Closed formula for the second strain derivative of the pressure, for `1 + 2 f > 0`. -/
def pressureCurvature (B0 B1 f : ℝ) : ℝ :=
  3 * B0 * (3 * (B1 - 4) * (1 + 2 * f) ^ (5 / 2 : ℝ)
    + 10 * (1 + 3 * (B1 - 4) * f) * (1 + 2 * f) ^ (3 / 2 : ℝ)
    + 15 * f * (1 + 3 / 2 * (B1 - 4) * f) * (1 + 2 * f) ^ (1 / 2 : ℝ))
```

Differentiating again gives $p''(f)$. The term with coefficient 10 collects two equal contributions, one from each summand of $p'$.

```lean
/-- One Newton step for the equation `pressure = P`, meant for strains at which the
derivative of the pressure is not zero. -/
def newtonStep (B0 B1 P f : ℝ) : ℝ :=
  f - (pressure B0 B1 f - P) / deriv (pressure B0 B1) f
```

The Newton step is $N(f)=f-(p(f)-P)/p'(f)$. The code divides by `deriv`, Mathlib's derivative of the function itself, so a mistake in the closed formula could not enter the definition of the method.

```lean
/-- The Newton iterates, started at the linear-elastic strain `P / (3 B0)`, meant for `B0 ≠ 0` and
for iterates at which the derivative of the pressure is not zero. -/
def newtonIterate (B0 B1 P : ℝ) : ℕ → ℝ
  | 0 => P / (3 * B0)
  | n + 1 => newtonStep B0 B1 P (newtonIterate B0 B1 P n)
```

The iterates are $f_0=P/(3B_0)$ and $f_{n+1}=N(f_n)$. The start is the strain that linear elasticity would give, since $p(f)\approx 3B_0f$ for small $f$.

## Slope and curvature under compression

```lean
/-- For `1 + 2 f > 0`, `pressureSlope` is the strain derivative of the pressure. -/
theorem hasDerivAt_pressure (B0 B1 f : ℝ) (hf : 0 < 1 + 2 * f) :
    HasDerivAt (pressure B0 B1) (pressureSlope B0 B1 f) f := by
  have hr := (((hasDerivAt_id' f).const_mul 2).const_add 1).rpow_const
    (p := (5 / 2 : ℝ)) (Or.inl hf.ne')
  rw [show (5 / 2 : ℝ) - 1 = 3 / 2 by norm_num] at hr
  have h := (((hasDerivAt_id' f).const_mul (3 * B0)).fun_mul hr).fun_mul
    (((hasDerivAt_id' f).const_mul (3 / 2 * (B1 - 4))).const_add 1)
  exact h.congr_deriv (by simp only [pressureSlope]; ring)
```

`HasDerivAt g m x` says that $g$ is differentiable at $x$ with derivative $m$. The proof assembles the derivative from the power and product rules, and `ring` checks that the result agrees with the closed formula.

```lean
/-- For `1 + 2 f > 0`, `pressureCurvature` is the strain derivative of `pressureSlope`. -/
theorem hasDerivAt_pressureSlope (B0 B1 f : ℝ) (hf : 0 < 1 + 2 * f) :
    HasDerivAt (pressureSlope B0 B1) (pressureCurvature B0 B1 f) f := by
  have hs := ((hasDerivAt_id' f).const_mul 2).const_add 1
  have h5 := hs.rpow_const (p := (5 / 2 : ℝ)) (Or.inl hf.ne')
  have h3 := hs.rpow_const (p := (3 / 2 : ℝ)) (Or.inl hf.ne')
  rw [show (5 / 2 : ℝ) - 1 = 3 / 2 by norm_num] at h5
  rw [show (3 / 2 : ℝ) - 1 = 1 / 2 by norm_num] at h3
  have h := (((((hasDerivAt_id' f).const_mul (3 * (B1 - 4))).const_add 1).fun_mul h5).fun_add
    ((((hasDerivAt_id' f).const_mul 5).fun_mul
      (((hasDerivAt_id' f).const_mul (3 / 2 * (B1 - 4))).const_add 1)).fun_mul h3)).const_mul
    (3 * B0)
  exact h.congr_deriv (by simp only [pressureCurvature]; ring)
```

The same is done for $p''$.

```lean
variable {B0 B1 P : ℝ}

/-- For `B0 > 0`, `B1 ≥ 4` and `f ≥ 0`, the pressure rises with strain at a rate of at
least `3 B0`. -/
theorem le_pressureSlope (hB0 : 0 < B0) (hB1 : 4 ≤ B1) {f : ℝ} (hf : 0 ≤ f) :
    3 * B0 ≤ pressureSlope B0 B1 f := by
  obtain ⟨a, rfl⟩ : ∃ a, B1 = a + 4 := ⟨B1 - 4, by ring⟩
  have ha : 0 ≤ a := by linarith
  simp only [pressureSlope, add_sub_cancel_right]
  have hu : 1 ≤ (1 + 2 * f) ^ (5 / 2 : ℝ) :=
    Real.one_le_rpow (by linarith) (by norm_num)
  have hA : 0 ≤ 3 * a * f := by positivity
  have h1 : 0 ≤ 3 * a * f * (1 + 2 * f) ^ (5 / 2 : ℝ) := by positivity
  have h2 : 0 ≤ 5 * f * (1 + 3 / 2 * a * f) * (1 + 2 * f) ^ (3 / 2 : ℝ) := by positivity
  exact le_mul_of_one_le_right (by positivity) (by linarith)
```

For $f\ge0$ we have $p'(f)\ge3B_0$. Write $a=B_1-4\ge0$. In the bracket of $p'$, the factor $(1+2f)^{5/2}$ is at least 1 and everything added to it is non-negative. `positivity` proves such signs, and `linarith` combines linear inequalities.

```lean
/-- For `B0 > 0` and `B1 ≥ 4`, the strain derivative of the pressure is strictly increasing
on non-negative strains. -/
theorem pressureSlope_lt (hB0 : 0 < B0) (hB1 : 4 ≤ B1) {x y : ℝ} (hx : 0 ≤ x)
    (hxy : x < y) : pressureSlope B0 B1 x < pressureSlope B0 B1 y := by
  obtain ⟨a, rfl⟩ : ∃ a, B1 = a + 4 := ⟨B1 - 4, by ring⟩
  have ha : 0 ≤ a := by linarith
  have hy : 0 ≤ y := hx.trans hxy.le
  have hle : x ≤ y := hxy.le
  simp only [pressureSlope, add_sub_cancel_right]
  have h1 : (1 + 3 * a * x) * (1 + 2 * x) ^ (5 / 2 : ℝ)
      < (1 + 3 * a * y) * (1 + 2 * y) ^ (5 / 2 : ℝ) :=
    mul_lt_mul' (by gcongr)
      (Real.rpow_lt_rpow (by positivity) (by linarith) (by norm_num))
      (by positivity) (by positivity)
  have h2 : 5 * x * (1 + 3 / 2 * a * x) * (1 + 2 * x) ^ (3 / 2 : ℝ)
      ≤ 5 * y * (1 + 3 / 2 * a * y) * (1 + 2 * y) ^ (3 / 2 : ℝ) := by gcongr
  exact mul_lt_mul_of_pos_left (add_lt_add_of_lt_of_le h1 h2) (by positivity)
```

For $0\le x<y$ we have $p'(x)<p'(y)$. Both terms of the bracket are products of non-negative factors that do not decrease with strain, and $(1+2f)^{5/2}$ increases strictly, even at $B_1=4$.

```lean
/-- For `B0 > 0`, `B1 ≥ 4` and strains `0 ≤ x < y`, the pressure difference lies strictly
between the linear extrapolations with the slope at `x` and with the slope at `y`. -/
theorem secant_between_tangents (hB0 : 0 < B0) (hB1 : 4 ≤ B1) {x y : ℝ} (hx : 0 ≤ x)
    (hxy : x < y) :
    pressureSlope B0 B1 x * (y - x) < pressure B0 B1 y - pressure B0 B1 x ∧
      pressure B0 B1 y - pressure B0 B1 x < pressureSlope B0 B1 y * (y - x) := by
  have hd : 0 < y - x := sub_pos.2 hxy
  -- the secant slope is attained at an intermediate strain
  obtain ⟨c, hc, h⟩ := exists_hasDerivAt_eq_slope (pressure B0 B1) (pressureSlope B0 B1) hxy
    (fun t ht => (hasDerivAt_pressure B0 B1 t
      (by linarith [ht.1])).continuousAt.continuousWithinAt)
    (fun t ht => hasDerivAt_pressure B0 B1 t (by linarith [ht.1]))
  rw [eq_div_iff hd.ne'] at h
  rw [← h]
  exact ⟨mul_lt_mul_of_pos_right (pressureSlope_lt hB0 hB1 hx hc.1) hd,
    mul_lt_mul_of_pos_right (pressureSlope_lt hB0 hB1 (hx.trans hc.1.le) hc.2) hd⟩
```

By the mean value theorem, $p(y)-p(x)=p'(c)(y-x)$ for some $c$ between $x$ and $y$. Since $p'$ increases strictly,

$$p'(x)(y-x)<p(y)-p(x)<p'(y)(y-x).$$

## One Newton step

```lean
/-- For `B0 > 0`, `B1 ≥ 4` and `x ≥ 0`, the Newton step removes the pressure mismatch at `x`
to first order in the strain. -/
theorem newtonStep_linearised (hB0 : 0 < B0) (hB1 : 4 ≤ B1) {x : ℝ} (hx : 0 ≤ x) :
    pressureSlope B0 B1 x * (x - newtonStep B0 B1 P x) = pressure B0 B1 x - P := by
  have hk : pressureSlope B0 B1 x ≠ 0 := by
    have := le_pressureSlope hB0 hB1 hx
    exact ne_of_gt (by linarith)
  have h : (pressure B0 B1 x - P) / pressureSlope B0 B1 x * pressureSlope B0 B1 x
      = pressure B0 B1 x - P := by field_simp
  rw [newtonStep, (hasDerivAt_pressure B0 B1 x (by linarith)).deriv]
  linear_combination h
```

This is the definition of the step multiplied out: $p'(x)\,(x-N(x))=p(x)-P$. It is allowed because $p'(x)\ge3B_0>0$.

```lean
/-- For `B0 > 0` and `B1 ≥ 4`, a Newton step from a strain `x` above a non-negative
solution `s` lowers the strain but stays above `s`. -/
theorem newtonStep_bracket (hB0 : 0 < B0) (hB1 : 4 ≤ B1) {s x : ℝ} (hs : 0 ≤ s)
    (hroot : pressure B0 B1 s = P) (hsx : s < x) :
    s < newtonStep B0 B1 P x ∧ newtonStep B0 B1 P x < x := by
  have hx : 0 ≤ x := hs.trans hsx.le
  have hk : 0 < pressureSlope B0 B1 x := by linarith [le_pressureSlope hB0 hB1 hx]
  have hks : 0 < pressureSlope B0 B1 s := by linarith [le_pressureSlope hB0 hB1 hs]
  have hpos := mul_pos hks (sub_pos.2 hsx)
  obtain ⟨h1, h2⟩ := secant_between_tangents hB0 hB1 hs hsx
  have h := newtonStep_linearised (P := P) hB0 hB1 hx
  rw [hroot, ← h] at h1 h2
  have hlow := lt_of_mul_lt_mul_left h2 hk.le
  have hup := (mul_pos_iff_of_pos_left hk).1 (hpos.trans h1)
  exact ⟨by linarith, by linarith⟩
```

Let $p(s)=P$ with $0\le s<x$. The two secant bounds become

$$0<p'(s)(x-s)<p'(x)(x-N(x))<p'(x)(x-s).$$

Dividing by $p'(x)$ gives $0<x-N(x)<x-s$, that is, $s<N(x)<x$. The step goes down and never passes the solution. In Lean, `hup` and `hlow` are these two halves.

```lean
/-- Quadratic one-step error bound: for `B0 > 0`, `B1 ≥ 4` and `x` above a non-negative solution
`s`, the error after a Newton step is at most the curvature at `x` over `3 B0` times the squared
error before it. -/
theorem newtonStep_error_le (hB0 : 0 < B0) (hB1 : 4 ≤ B1) {s x : ℝ} (hs : 0 ≤ s)
    (hroot : pressure B0 B1 s = P) (hsx : s < x) :
    newtonStep B0 B1 P x - s ≤ pressureCurvature B0 B1 x / (3 * B0) * (x - s) ^ 2 := by
  have hx : 0 ≤ x := hs.trans hsx.le
  have hd : 0 < x - s := sub_pos.2 hsx
  obtain ⟨c, hc, h⟩ := exists_hasDerivAt_eq_slope (pressureSlope B0 B1)
    (pressureCurvature B0 B1) hsx
    (fun t ht => (hasDerivAt_pressureSlope B0 B1 t
      (by linarith [ht.1])).continuousAt.continuousWithinAt)
    (fun t ht => hasDerivAt_pressureSlope B0 B1 t (by linarith [ht.1]))
  rw [eq_div_iff hd.ne'] at h
  -- the curvature grows with compression
  have hcurv : pressureCurvature B0 B1 c ≤ pressureCurvature B0 B1 x := by
    obtain ⟨a, rfl⟩ : ∃ a, B1 = a + 4 := ⟨B1 - 4, by ring⟩
    have ha : 0 ≤ a := by linarith
    have hc0 : 0 ≤ c := hs.trans hc.1.le
    have hcx : c ≤ x := hc.2.le
    simp only [pressureCurvature, add_sub_cancel_right]
    gcongr
  have h1 := (secant_between_tangents hB0 hB1 hs hsx).1
  have h2 := newtonStep_linearised (P := P) hB0 hB1 hx
  have h3 := mul_le_mul_of_nonneg_right hcurv (sq_nonneg (x - s))
  have h4 := mul_le_mul_of_nonneg_right (le_pressureSlope hB0 hB1 hx)
    (sub_pos.2 (newtonStep_bracket hB0 hB1 hs hroot hsx).1).le
  have h5 : pressureCurvature B0 B1 c * (x - s) ^ 2
      = (pressureSlope B0 B1 x - pressureSlope B0 B1 s) * (x - s) := by
    rw [← h]; ring
  rw [hroot] at h1
  rw [div_mul_eq_mul_div, le_div_iff₀ (by positivity)]
  linarith
```

The error after a step satisfies

$$p'(x)(N(x)-s)=p'(x)(x-s)-(p(x)-p(s))<(p'(x)-p'(s))(x-s).$$

A second use of the mean value theorem, now for $p'$, turns the right side into $p''(c)(x-s)^2$ with $s<c<x$. Here $p''(c)\le p''(x)$, which `gcongr` proves by comparing factor by factor. On the left, $p'(x)\ge3B_0$. Hence

$$N(x)-s\le\frac{p''(x)}{3B_0}(x-s)^2.$$

## From the starting strain to the solution

```lean
/-- For `B0 > 0`, `B1 ≥ 4` and `P > 0`, some positive strain below the linear-elastic
estimate `P / (3 B0)` has pressure `P`. -/
theorem exists_strain (hB0 : 0 < B0) (hB1 : 4 ≤ B1) (hP : 0 < P) :
    ∃ s, 0 < s ∧ s < P / (3 * B0) ∧ pressure B0 B1 s = P := by
  have hf : 0 < P / (3 * B0) := by positivity
  have hp0 : pressure B0 B1 0 = 0 := by simp [pressure]
  -- the linear-elastic strain overshoots the pressure
  have habove : P < pressure B0 B1 (P / (3 * B0)) := by
    have h1 := (secant_between_tangents hB0 hB1 le_rfl hf).1
    have h2 := mul_le_mul_of_nonneg_right (le_pressureSlope hB0 hB1 le_rfl) hf.le
    have h3 : 3 * B0 * (P / (3 * B0)) = P := by field_simp
    rw [hp0, sub_zero, sub_zero] at h1
    linarith
  have hcont : ContinuousOn (pressure B0 B1) (Set.Icc 0 (P / (3 * B0))) := fun t ht =>
    (hasDerivAt_pressure B0 B1 t (by linarith [ht.1])).continuousAt.continuousWithinAt
  obtain ⟨s, ⟨h0, h1⟩, hs⟩ := intermediate_value_Icc hf.le hcont
    ⟨by rw [hp0]; exact hP.le, habove.le⟩
  refine ⟨s, lt_of_le_of_ne h0 fun h => ?_, lt_of_le_of_ne h1 fun h => ?_, hs⟩
  · rw [← h] at hs; linarith
  · rw [← h] at habove; linarith
```

The secant bound between $0$ and $f_0$ gives $p(f_0)>p'(0)f_0\ge3B_0f_0=P$. Linear elasticity therefore overestimates the strain. Since $p(0)=0<P<p(f_0)$ and $p$ is continuous, the intermediate value theorem gives a solution $s$ with $0<s<f_0$.

```lean
/-- For `B0 > 0`, `B1 ≥ 4` and `P > 0`, the Birch-Murnaghan equation `pressure = P` has
exactly one positive solution, and the Newton iterates started at `P / (3 B0)` decrease
strictly and converge to it. -/
theorem newton_inversion (hB0 : 0 < B0) (hB1 : 4 ≤ B1) (hP : 0 < P) :
    ∃ s, (0 < s ∧ pressure B0 B1 s = P) ∧
      (∀ t, 0 < t → pressure B0 B1 t = P → t = s) ∧
      StrictAnti (newtonIterate B0 B1 P) ∧
      Tendsto (newtonIterate B0 B1 P) atTop (𝓝 s) := by
  obtain ⟨s, hs, hstart, hroot⟩ := exists_strain hB0 hB1 hP
  have hmono : ∀ x y, 0 < x → x < y → pressure B0 B1 x < pressure B0 B1 y := by
    intro x y hx hxy
    have hk : 0 < pressureSlope B0 B1 x := by linarith [le_pressureSlope hB0 hB1 hx.le]
    have := mul_pos hk (sub_pos.2 hxy)
    linarith [(secant_between_tangents hB0 hB1 hx.le hxy).1]
  have hgt : ∀ n, s < newtonIterate B0 B1 P n := by
    intro n
    induction n with
    | zero => exact hstart
    | succ n ih => exact (newtonStep_bracket hB0 hB1 hs.le hroot ih).1
  have hanti : StrictAnti (newtonIterate B0 B1 P) := strictAnti_nat_of_succ_lt fun n =>
    (newtonStep_bracket hB0 hB1 hs.le hroot (hgt n)).2
  refine ⟨s, ⟨hs, hroot⟩, fun t ht htP => ?_, hanti, ?_⟩
  · rcases lt_trichotomy t s with h | h | h
    · linarith [hmono t s ht h]
    · exact h
    · linarith [hmono s t hs h]
  -- a decreasing sequence bounded below has vanishing increments
  have hL := tendsto_atTop_ciInf hanti.antitone
    ⟨s, by rintro _ ⟨n, rfl⟩; exact (hgt n).le⟩
  have hd := (hL.sub (hL.comp (tendsto_add_atTop_nat 1))).const_mul
    (pressureSlope B0 B1 (newtonIterate B0 B1 P 0) / (3 * B0))
  rw [sub_self, mul_zero] at hd
  -- the increments control the distance to the solution
  refine tendsto_sub_nhds_zero_iff.1
    (squeeze_zero (fun n => sub_nonneg.2 (hgt n).le) (fun n => ?_) hd)
  change newtonIterate B0 B1 P n - s ≤
    pressureSlope B0 B1 (newtonIterate B0 B1 P 0) / (3 * B0) *
      (newtonIterate B0 B1 P n - newtonIterate B0 B1 P (n + 1))
  have hn : 0 ≤ newtonIterate B0 B1 P n := hs.le.trans (hgt n).le
  have h1 := (secant_between_tangents hB0 hB1 hs.le (hgt n)).1
  have h2 : pressureSlope B0 B1 (newtonIterate B0 B1 P n) *
      (newtonIterate B0 B1 P n - newtonIterate B0 B1 P (n + 1))
      = pressure B0 B1 (newtonIterate B0 B1 P n) - P := newtonStep_linearised hB0 hB1 hn
  have h3 : pressureSlope B0 B1 (newtonIterate B0 B1 P n)
      ≤ pressureSlope B0 B1 (newtonIterate B0 B1 P 0) := by
    rcases (hanti.antitone (Nat.zero_le n)).lt_or_eq with h | h
    · exact (pressureSlope_lt hB0 hB1 hn h).le
    · exact (congrArg (pressureSlope B0 B1) h).le
  have h4 := mul_le_mul_of_nonneg_right (le_pressureSlope hB0 hB1 hs.le)
    (sub_pos.2 (hgt n)).le
  have h5 := mul_le_mul_of_nonneg_right h3 (sub_pos.2 (hanti (Nat.lt_succ_self n))).le
  rw [hroot] at h1
  rw [div_mul_eq_mul_div, le_div_iff₀ (by positivity)]
  linarith

end

end BirchMurnaghanInversion
```

The statement says that there is an $s>0$ with $p(s)=P$, that every positive solution equals $s$, that the iterates decrease strictly (`StrictAnti`), and that they tend to $s$ (`Tendsto … atTop (𝓝 s)`).

Uniqueness holds because $p$ increases strictly for positive strain (`hmono`). Induction with the one-step result gives $s<f_n$ for all $n$ (`hgt`), and then $f_{n+1}<f_n$ (`hanti`). A decreasing sequence bounded below has a limit, so $f_n-f_{n+1}\to0$. It remains to show that this limit is $s$:

$$3B_0(f_n-s)\le p'(s)(f_n-s)<p(f_n)-P=p'(f_n)(f_n-f_{n+1})\le p'(f_0)(f_n-f_{n+1}).$$

The right side tends to zero, hence so does $f_n-s$. The squeeze lemma `squeeze_zero` completes this step.

In electronic-structure work, where $B_0$ and $B_1$ are often fitted to computed energies, the theorem applies to finding the volume at a chosen positive pressure if the fit is third-order and has $B_1\ge4$. Whether the solid itself follows the fitted equation up to that pressure is a separate, physical question. The iterates are also real numbers without rounding; in floating point, the strict decrease must eventually stop.

```lean
#print axioms BirchMurnaghanInversion.newtonStep_error_le
-- 'BirchMurnaghanInversion.newtonStep_error_le' depends on axioms: [propext, Classical.choice, Quot.sound]
#print axioms BirchMurnaghanInversion.newton_inversion
-- 'BirchMurnaghanInversion.newton_inversion' depends on axioms: [propext, Classical.choice, Quot.sound]
```

## A pressure with no solution when $B_1<4$

Take $B_1=10/3$, so that $p(f)=3B_0f(1-f)(1+2f)^{5/2}$. For $f\ge1$ this is not positive. For $0<f<1$ we have $f(1-f)\le\tfrac14$ and $(1+2f)^{5/2}<3^{5/2}$, so $p(f)<\tfrac14\,3^{7/2}B_0<12B_0$. At $P=12B_0$ there is then no positive solution for Newton iteration to find. Any other $B_1<4$ behaves alike: the last factor of $p$ turns negative at large strain, so the pressure is bounded above and a large enough $P$ is never reached. At lower pressures solutions can still exist.
